# Real frequencies and a pairing instability in particle-particle RPA

After diagonalising a particle-particle RPA matrix, one sorts its modes into pair addition and pair removal by the sign of their norm. This sheet gives conditions under which that sorting works, and a finite, single-gap pairing model in which it fails once the attraction is strong enough.

The finite index types `p` and `h` label added and removed pairs; their sizes may differ.

```lean
import Mathlib

open Matrix
open scoped ComplexOrder

namespace ParticleParticleRPA

noncomputable section

variable {p h : Type*} [Fintype p] [Fintype h] [DecidableEq p] [DecidableEq h]
```

Let s_i = 1 on `p` and s_i = −1 on `h`.

```lean
/-- The sign of a pair channel: `+1` for an added pair, `-1` for a removed pair. -/
def sgn : p ⊕ h → ℝ := Sum.elim (fun _ => 1) (fun _ => -1)
```

The metric is W = diag(s_i).

```lean
/-- The metric `W = diag(1, -1)` of the particle-particle RPA. -/
def signature : Matrix (p ⊕ h) (p ⊕ h) ℂ := diagonal fun i => (sgn i : ℂ)
```

The pair norm is N(v) = Σ_i s_i |v_i|², a real number that need not be positive.

```lean
/-- The pair norm `v† W v`: weight on added pairs minus weight on removed pairs. -/
def pairNorm (v : p ⊕ h → ℂ) : ℝ := ∑ i, sgn i * Complex.normSq (v i)
```

A mode of a complex matrix M is a nonzero v with W M v = ω v. The frequency ω may be complex, and `*ᵥ` is matrix times vector.

```lean
/-- A particle-particle RPA mode: a nonzero amplitude `v` with `W M v = ω v`. -/
def IsMode (M : Matrix (p ⊕ h) (p ⊕ h) ℂ) (ω : ℂ) (v : p ⊕ h → ℂ) : Prop :=
  v ≠ 0 ∧ (signature * M) *ᵥ v = ω • v
```

**(a) Write W M in blocks, for M with rows (A, B) and (B†, C).**

W multiplies row i by s_i, so the rows become (A, B) and (−B†, −C). Lean checks the four blocks separately.

```lean
/-- In blocks, the metric reverses the sign of the rows that belong to removed pairs. -/
theorem signature_mul_blocks (A : Matrix p p ℂ) (B : Matrix p h ℂ) (C : Matrix h h ℂ) :
    signature * fromBlocks A B Bᴴ C = fromBlocks A B (-Bᴴ) (-C) := by
  ext i j
  rw [signature, diagonal_mul]
  rcases i with i | i <;> rcases j with j | j <;> simp [sgn]
```

**(b) Relate v†Mv to the frequency of a mode.**

Since W² = 1, the mode equation gives M v = ω W v. Multiplying by v† from the left,

v†Mv = ω Σ_i s_i |v_i|² = ω N(v).

In Lean, `hi` is the first equation by components; the sum is then compared term by term. M need not be Hermitian.

```lean
/-- For every mode, the quadratic form of `M` equals the frequency times the pair norm. -/
theorem mode_energy {M : Matrix (p ⊕ h) (p ⊕ h) ℂ} {ω : ℂ} {v : p ⊕ h → ℂ}
    (hv : IsMode M ω v) : star v ⬝ᵥ M *ᵥ v = ω * (pairNorm v : ℂ) := by
  -- since `W² = 1`, the mode equation reads `M v = ω W v`
  have hi : ∀ i, (M *ᵥ v) i = ω * (sgn i : ℂ) * v i := by
    intro i
    have h1 := congrFun hv.2 i
    rw [← mulVec_mulVec, signature, mulVec_diagonal, Pi.smul_apply, smul_eq_mul] at h1
    have hs : (sgn i : ℂ) * (sgn i : ℂ) = 1 := by
      rcases i with i | i <;> simp [sgn]
    linear_combination (sgn i : ℂ) * h1 - (M *ᵥ v) i * hs
  simp only [dotProduct, pairNorm, Complex.ofReal_sum, Finset.mul_sum]
  refine Finset.sum_congr rfl fun i _ => ?_
  have hn : star (v i) * v i = (Complex.normSq (v i) : ℂ) :=
    Complex.normSq_eq_conj_mul_self.symm
  rw [hi, Pi.star_apply, Complex.ofReal_mul]
  linear_combination ω * (sgn i : ℂ) * hn
```

**(c) Show that a positive form makes ω real.**

In Lean's order on ℂ, 0 < z means that z is real and positive. With ω = a + ib, part (b) gives

a N(v) > 0 and b N(v) = 0.

The first relation excludes N(v) = 0, so b = 0. These are `hr` and `hi` in the proof.

```lean
/-- If the quadratic form of `M` is positive, every mode has a real frequency, and the
frequency times the pair norm is positive. -/
theorem real_of_positive_form {M : Matrix (p ⊕ h) (p ⊕ h) ℂ}
    (hM : ∀ v, v ≠ 0 → 0 < star v ⬝ᵥ M *ᵥ v) {ω : ℂ} {v : p ⊕ h → ℂ}
    (hv : IsMode M ω v) : ω.im = 0 ∧ 0 < ω.re * pairNorm v := by
  have h1 := hM v hv.1
  rw [mode_energy hv, Complex.lt_def] at h1
  obtain ⟨hr, hi⟩ := h1
  simp only [Complex.mul_re, Complex.mul_im, Complex.ofReal_re, Complex.ofReal_im,
    mul_zero, sub_zero, zero_add, Complex.zero_re, Complex.zero_im] at hr hi
  refine ⟨?_, hr⟩
  rcases mul_eq_zero.1 hi.symm with h0 | h0
  · exact h0
  · rw [h0, mul_zero] at hr
    exact absurd hr (lt_irrefl 0)
```

**(d) Show that Σ_i d_i |v_i|² > 0 if all d_i > 0 and v ≠ 0.**

No term is negative, and some v_i ≠ 0 makes its term positive.

```lean
/-- A sum of squared amplitudes with positive weights is positive for a nonzero vector. -/
theorem weighted_pos {ι : Type*} [Fintype ι] {d : ι → ℝ} (hd : ∀ i, 0 < d i)
    {v : ι → ℂ} (hv : v ≠ 0) : 0 < ∑ i, d i * Complex.normSq (v i) := by
  obtain ⟨i, hi⟩ := Function.ne_iff.1 hv
  exact Finset.sum_pos' (fun j _ => mul_nonneg (hd j).le (Complex.normSq_nonneg _))
    ⟨i, Finset.mem_univ i, mul_pos (hd i) (Complex.normSq_pos.2 hi)⟩
```

**(e) Let M = diag(d_i) + K, with gaps d_i > 0 and K positive semidefinite. Show that ω is real and nonzero, with the sign of N(v).**

For u ≠ 0,

u†Mu = Σ_i d_i |u_i|² + u†Ku > 0,

by (d) and u†Ku ≥ 0. Part (c) then gives ω real and ω N(v) > 0, hence both remaining claims. For electrons, the gap is ε_a + ε_b − 2μ for a pair added to empty orbitals a, b, and 2μ − ε_k − ε_l for a pair removed from occupied orbitals k, l, with μ between the occupied and the empty levels. Frequencies are then measured from 2μ. The semidefiniteness of K is assumed, not derived from an electron-electron interaction.

```lean
/-- With positive pair gaps `d` and a positive semidefinite interaction `K`, every
particle-particle RPA frequency is real and nonzero, and it is positive exactly when the
pair norm of its mode is positive. -/
theorem ppRPA_stability {d : p ⊕ h → ℝ} (hd : ∀ i, 0 < d i)
    {K : Matrix (p ⊕ h) (p ⊕ h) ℂ} (hK : K.PosSemidef) {ω : ℂ} {v : p ⊕ h → ℂ}
    (hv : IsMode (diagonal (fun i => (d i : ℂ)) + K) ω v) :
    ω.im = 0 ∧ ω ≠ 0 ∧ (0 < ω.re ↔ 0 < pairNorm v) := by
  have hM : ∀ u : p ⊕ h → ℂ, u ≠ 0 →
      0 < star u ⬝ᵥ (diagonal (fun i => (d i : ℂ)) + K) *ᵥ u := by
    intro u hu
    have h1 : star u ⬝ᵥ diagonal (fun i => (d i : ℂ)) *ᵥ u
        = ((∑ i, d i * Complex.normSq (u i) : ℝ) : ℂ) := by
      rw [Complex.ofReal_sum, dotProduct]
      refine Finset.sum_congr rfl fun i _ => ?_
      have hn : star (u i) * u i = (Complex.normSq (u i) : ℂ) :=
        Complex.normSq_eq_conj_mul_self.symm
      rw [mulVec_diagonal, Pi.star_apply, Complex.ofReal_mul]
      linear_combination (d i : ℂ) * hn
    rw [add_mulVec, dotProduct_add, h1]
    exact add_pos_of_pos_of_nonneg (Complex.zero_lt_real.2 (weighted_pos hd hu))
      (hK.dotProduct_mulVec_nonneg u)
  obtain ⟨him, hpos⟩ := real_of_positive_form hM hv
  refine ⟨him, ?_, fun h0 => (mul_pos_iff_of_pos_left h0).1 hpos,
    fun h0 => (mul_pos_iff_of_pos_right h0).1 hpos⟩
  rintro rfl
  simp at hpos
```

The pairing model has n added and n removed pairs, one gap D and real coupling g. With J the all-ones matrix, A = C = D − gJ and B = −gJ.

```lean
/-- The pairing model with `n` added and `n` removed pairs, gap `D` and attraction `g`:
blocks `A = C = D - g J` and `B = -g J`, where `J` is the all-ones matrix. -/
def pairing (n : ℕ) (D g : ℝ) : Matrix (Fin n ⊕ Fin n) (Fin n ⊕ Fin n) ℂ :=
  let J : Matrix (Fin n) (Fin n) ℂ := Matrix.of fun _ _ => 1
  fromBlocks ((D : ℂ) • 1 - (g : ℂ) • J) (-((g : ℂ) • J))
    (-((g : ℂ) • J)) ((D : ℂ) • 1 - (g : ℂ) • J)
```

**(f) Apply the pairing matrix P to v.**

Every entry of P contains −g, and the diagonal adds D. With S = Σ_j v_j over all 2n amplitudes,

(P v)_i = D v_i − g S.

```lean
/-- The pairing matrix multiplies each amplitude by the gap and subtracts `g` times the
sum of all amplitudes. -/
theorem pairing_mulVec (n : ℕ) (D g : ℝ) (v : Fin n ⊕ Fin n → ℂ) (i : Fin n ⊕ Fin n) :
    (pairing n D g *ᵥ v) i = D * v i - g * ∑ j, v j := by
  rcases i with i | i <;>
    simp [pairing, mulVec, dotProduct, Fintype.sum_sum_type, Matrix.one_apply, sub_mul,
      Finset.sum_sub_distrib, Finset.mul_sum, mul_add] <;> ring
```

**(g) Show that v†Pv > 0 for v ≠ 0, if D > 0 and 2ng < D.**

For g > 0 and n ≥ 1 the interaction, whose entries are all −g, is not positive semidefinite, so (e) cannot be used with d_i = D and K equal to this interaction. Put Q = Σ_i |v_i|² > 0. By (f),

v†Pv = D Q − g |S|², with |S|² ≤ 2n Q by Cauchy-Schwarz.

If g ≤ 0, this is at least D Q > 0. If g ≥ 0, it is at least (D − 2ng) Q > 0. `hform` and `hQ` are the displayed relations; `nlinarith` closes the two cases.

```lean
/-- For a positive gap `D` with `2 n g < D`, the quadratic form of the pairing model is positive. -/
theorem pairing_positive {n : ℕ} {D g : ℝ} (hD : 0 < D) (hg : 2 * n * g < D)
    (v : Fin n ⊕ Fin n → ℂ) (hv : v ≠ 0) : 0 < star v ⬝ᵥ pairing n D g *ᵥ v := by
  obtain ⟨S, hS⟩ : ∃ S, S = ∑ i, v i := ⟨_, rfl⟩
  have hform : star v ⬝ᵥ pairing n D g *ᵥ v
      = ((D * ∑ i, Complex.normSq (v i) - g * Complex.normSq S : ℝ) : ℂ) := by
    have h1 : (Complex.normSq S : ℂ) = (∑ i, star (v i)) * S := by
      rw [← star_sum, ← hS]
      exact Complex.normSq_eq_conj_mul_self
    have h2 : ((∑ i, Complex.normSq (v i) : ℝ) : ℂ) = ∑ i, star (v i) * v i := by
      rw [Complex.ofReal_sum]
      exact Finset.sum_congr rfl fun i _ => Complex.normSq_eq_conj_mul_self
    rw [Complex.ofReal_sub, Complex.ofReal_mul, Complex.ofReal_mul, h1, h2]
    simp only [dotProduct, pairing_mulVec, ← hS, Finset.mul_sum, Finset.sum_mul]
    rw [← Finset.sum_sub_distrib]
    refine Finset.sum_congr rfl fun i _ => ?_
    rw [Pi.star_apply]
    ring
  -- Cauchy-Schwarz bounds the collective amplitude
  have hQ : Complex.normSq S ≤ 2 * n * ∑ i, Complex.normSq (v i) := by
    simp only [Complex.normSq_eq_norm_sq]
    calc ‖S‖ ^ 2 ≤ (∑ i, ‖v i‖) ^ 2 := by
          rw [hS]
          exact pow_le_pow_left₀ (norm_nonneg _) (norm_sum_le _ _) 2
      _ ≤ ((Finset.univ : Finset (Fin n ⊕ Fin n)).card : ℝ) * ∑ i, ‖v i‖ ^ 2 :=
          sq_sum_le_card_mul_sum_sq
      _ = 2 * n * ∑ i, ‖v i‖ ^ 2 := by
          rw [Finset.card_univ, Fintype.card_sum, Fintype.card_fin]
          push_cast
          ring
  have hN : 0 < ∑ i, Complex.normSq (v i) := by
    simpa using weighted_pos (d := fun _ => (1 : ℝ)) (fun _ => one_pos) hv
  rw [hform]
  refine Complex.zero_lt_real.2 ?_
  rcases le_total g 0 with h0 | h0
  · nlinarith [mul_pos hD hN, mul_nonneg (neg_nonneg.2 h0) (Complex.normSq_nonneg S)]
  · nlinarith [mul_le_mul_of_nonneg_left hQ h0, mul_pos (sub_pos.2 hg) hN]
```

**(h) Find a mode for 0 < D ≤ 2ng.**

Take amplitude x on every added pair and y on every removed pair. Then S = n(x + y), and

(D − ng) x − ng y = ω x
ng x − (D − ng) y = ω y.

The choice x = ng, y = D − ng − ω solves the first equation. The second becomes

ω² = (D − ng)² − (ng)² = D(D − 2ng),

so ω = i√(D(2ng − D)) works. The vector is nonzero because ng > 0. Here |y| = ng, so dividing by ng√(2n) gives Σ_i |v_i|² = 1: every amplitude has modulus 1/√(2n), and N(v) = 0. In Lean, `hω` is the formula for ω², used in the second row.

For n = 1, D = 2, g = 2, this gives ω = 2i and, scaled in this way, v = (1, −i)/√2. Directly, W P has rows (0, −2) and (2, 0), and sends (1, −i) to (2i, 2) = 2i (1, −i).

```lean
/-- For `0 < D ≤ 2 n g` the number `i √(D (2 n g - D))` is a frequency of the pairing model,
with an amplitude that is uniform over added pairs and uniform over removed pairs. -/
theorem cooper_mode {n : ℕ} {D g : ℝ} (hD : 0 < D) (hg : D ≤ 2 * n * g) :
    let ω : ℂ := Complex.I * (Real.sqrt (D * (2 * n * g - D)) : ℂ)
    IsMode (pairing n D g) ω
      (Sum.elim (fun _ => (n : ℂ) * g) (fun _ => (D : ℂ) - n * g - ω)) := by
  intro ω
  have hω : ω ^ 2 = (D : ℂ) * (D - 2 * n * g) := by
    change (Complex.I * (Real.sqrt (D * (2 * n * g - D)) : ℂ)) ^ 2 = _
    rw [mul_pow, Complex.I_sq, ← Complex.ofReal_pow,
      Real.sq_sqrt (mul_nonneg hD.le (sub_nonneg.2 hg))]
    push_cast
    ring
  have hng : (n : ℝ) * g ≠ 0 := by
    intro h0
    nlinarith
  have hn : 0 < n := Nat.pos_of_ne_zero (by rintro rfl; simp at hng)
  refine ⟨fun h0 => ?_, ?_⟩
  · have h1 : (n : ℂ) * (g : ℂ) = 0 := congrFun h0 (Sum.inl ⟨0, hn⟩)
    exact hng (by exact_mod_cast h1)
  · -- on uniform amplitudes the problem is two-dimensional
    clear_value ω
    ext i
    rw [← mulVec_mulVec, signature, mulVec_diagonal, pairing_mulVec]
    rcases i with i | i <;>
      simp only [sgn, Sum.elim_inl, Sum.elim_inr, Fintype.sum_sum_type, Finset.sum_const,
        Finset.card_univ, Fintype.card_fin, nsmul_eq_mul, Pi.smul_apply, smul_eq_mul,
        Complex.ofReal_one, Complex.ofReal_neg]
    · ring
    · linear_combination hω
```

**(i) Show that the frequency has positive imaginary part when 2ng > D > 0.**

The square root is now positive. With time factor exp(−iωt), the mode grows. Cooper's problem, with a nonzero density of states down to the Fermi level, binds at arbitrarily weak attraction; this single-gap model has a finite threshold, g = D/(2n).

```lean
/-- For `2 n g > D > 0` the pairing model has the frequency
`i √(D (2 n g - D))`, whose imaginary part is positive. -/
theorem cooper_instability {n : ℕ} {D g : ℝ} (hD : 0 < D) (hg : D < 2 * n * g) :
    (∃ v, IsMode (pairing n D g) (Complex.I * (Real.sqrt (D * (2 * n * g - D)) : ℂ)) v) ∧
      0 < (Complex.I * (Real.sqrt (D * (2 * n * g - D)) : ℂ)).im := by
  refine ⟨⟨_, cooper_mode hD hg.le⟩, ?_⟩
  simpa [Complex.mul_im] using Real.sqrt_pos.2 (mul_pos hD (sub_pos.2 hg))
```

**(j) For D > 0, show that all frequencies are real and nonzero exactly when 2ng < D.**

If 2ng < D, combine (g) and (c). Otherwise (h) supplies a frequency that is zero at equality and imaginary above it, so the condition fails.

```lean
/-- For a positive gap, all frequencies of the pairing model are real and nonzero exactly
when `2 n g < D`. -/
theorem pairing_stable_iff {n : ℕ} {D g : ℝ} (hD : 0 < D) :
    (∀ ω v, IsMode (pairing n D g) ω v → ω.im = 0 ∧ ω ≠ 0) ↔ 2 * n * g < D := by
  constructor
  · intro hall
    by_contra hg
    obtain ⟨him, hne⟩ := hall _ _ (cooper_mode hD (not_lt.1 hg))
    -- a purely imaginary frequency that is real must vanish
    apply hne
    apply Complex.ext
    · simp only [Complex.mul_re, Complex.I_re, Complex.I_im, Complex.ofReal_re,
        Complex.ofReal_im, Complex.zero_re, zero_mul, mul_zero, sub_zero]
    · exact him
  · intro hg ω v hv
    obtain ⟨him, hpos⟩ := real_of_positive_form (pairing_positive hD hg) hv
    refine ⟨him, ?_⟩
    rintro rfl
    simp at hpos

end

end ParticleParticleRPA
```

One could instead have stated the results for the spectrum of W M. In finite dimension the frequencies would be the same, but the sign rule in (e) would still need the eigenvector, which `IsMode` keeps at hand.

```lean
#print axioms ParticleParticleRPA.signature_mul_blocks
#print axioms ParticleParticleRPA.ppRPA_stability
#print axioms ParticleParticleRPA.cooper_instability
#print axioms ParticleParticleRPA.pairing_stable_iff
```

```
'ParticleParticleRPA.signature_mul_blocks' depends on axioms: [propext, Classical.choice, Quot.sound]
'ParticleParticleRPA.ppRPA_stability' depends on axioms: [propext, Classical.choice, Quot.sound]
'ParticleParticleRPA.cooper_instability' depends on axioms: [propext, Classical.choice, Quot.sound]
'ParticleParticleRPA.pairing_stable_iff' depends on axioms: [propext, Classical.choice, Quot.sound]
```
